# With scalar commutators, the vacuum expectation of n annihilators followed by n creators is a permanent

Let $K$ be a commutative ring, $A$ an associative $K$-algebra with unit, and $m_i, p_j \in A$ operators with $m_i p_j - p_j m_i = c_{ij}\cdot 1$, where indices run from $0$ to $n-1$. The vacuum expectation is a $K$-linear map $\omega : A \to K$ with $\omega(1)=1$ and $\omega(x m_i)=0$ for every $x \in A$ and every $i$, and the permanent of $c$ is $\operatorname{per} c = \sum_\sigma \prod_i c_{i,\sigma(i)}$, summed over all permutations.

```lean
import Mathlib

open MvPolynomial (X pderiv aeval)

namespace WickPermanent

noncomputable section

variable {K : Type*} [CommRing K] {A : Type*} [Ring A] [Algebra K A]

/-- The operator string `u₀ u₁ ⋯ u_{n-1}`, with indices increasing from left to right. -/
def ascProd {n : ℕ} (u : Fin n → A) : A := (List.ofFn u).prod

/-- The operator string `u_{n-1} ⋯ u₁ u₀`, with indices decreasing from left to right. -/
def descProd {n : ℕ} (u : Fin n → A) : A := (List.ofFn u).reverse.prod

/-- The permanent `∑_σ ∏_i c(i, σ i)` of a square array. -/
def permanent {n : ℕ} (c : Fin n → Fin n → K) : K :=
  ∑ σ : Equiv.Perm (Fin n), ∏ i, c i (σ i)

/-- The operator `u₀` stands at the left end of an ascending string. -/
theorem ascProd_succ {n : ℕ} (u : Fin (n + 1) → A) :
    ascProd u = u 0 * ascProd (fun i : Fin n => u i.succ) := by
  simp only [ascProd, List.ofFn_succ, List.prod_cons]

/-- The operator `u₀` stands at the right end of a descending string. -/
theorem descProd_succ {n : ℕ} (u : Fin (n + 1) → A) :
    descProd u = descProd (fun i : Fin n => u i.succ) * u 0 := by
  simp only [descProd, List.ofFn_succ, List.reverse_cons, List.prod_append, List.prod_cons,
    List.prod_nil, mul_one]

/-- Expansion of the permanent along its first row: the sum over `j` of `c 0 j` times the
permanent of the array with row `0` and column `j` removed. -/
theorem permanent_succ {n : ℕ} (c : Fin (n + 1) → Fin (n + 1) → K) :
    permanent c = ∑ j, c 0 j * permanent (fun i k : Fin n => c i.succ (j.succAbove k)) := by
  -- a permutation is the image `j` of `0` together with a permutation of what remains
  have key : ∀ (j : Fin (n + 1)) (τ : Equiv.Perm (Fin n)), ∃ σ : Equiv.Perm (Fin (n + 1)),
      σ 0 = j ∧ ∀ i : Fin n, σ i.succ = j.succAbove (τ i) := fun j τ =>
    ⟨(finSuccEquiv n).trans ((Equiv.optionCongr τ).trans (finSuccEquiv' j).symm),
      by simp, fun i => by simp⟩
  choose φ h0 hs using key
  have hbij : Function.Bijective
      (fun x : Fin (n + 1) × Equiv.Perm (Fin n) => φ x.1 x.2) := by
    rw [Fintype.bijective_iff_injective_and_card]
    refine ⟨?_, by simp [Fintype.card_perm, Nat.factorial_succ]⟩
    rintro ⟨j, τ⟩ ⟨j', τ'⟩ h
    have h' : φ j τ = φ j' τ' := h
    have hj : j = j' := (h0 j τ).symm.trans (by rw [h', h0])
    have hτ : τ = τ' := Equiv.ext fun i => by
      have h1 := hs j τ i
      rw [h', hs j' τ' i, ← hj] at h1
      exact (Fin.succAbove_right_injective h1).symm
    exact Prod.ext hj hτ
  calc permanent c
      = ∑ x : Fin (n + 1) × Equiv.Perm (Fin n), ∏ i, c i (φ x.1 x.2 i) :=
        (hbij.sum_comp (fun σ : Equiv.Perm (Fin (n + 1)) => ∏ i, c i (σ i))).symm
    _ = ∑ j : Fin (n + 1), ∑ τ : Equiv.Perm (Fin n), ∏ i, c i (φ j τ i) := by
        simp only [Fintype.sum_prod_type]
    _ = _ := by
        simp only [permanent, Finset.mul_sum, Fin.prod_univ_succ, h0, hs]

/-- Moving an operator `x` with scalar commutators `[x, p_j] = d_j` to the right of the string
`p₀ ⋯ p_n` leaves one extra term per factor: `d_j` times the string with `p_j` removed. -/
theorem commute_through {n : ℕ} (x : A) (p : Fin (n + 1) → A) (d : Fin (n + 1) → K)
    (h : ∀ j, x * p j - p j * x = d j • (1 : A)) :
    x * ascProd p
      = ascProd p * x + ∑ j, d j • ascProd (fun k : Fin n => p (j.succAbove k)) := by
  induction n with
  | zero =>
    have h0 : x * p 0 = p 0 * x + d 0 • (1 : A) := sub_eq_iff_eq_add'.mp (h 0)
    have e : ∀ u : Fin 0 → A, ascProd u = 1 := fun u => by simp [ascProd]
    rw [Fin.sum_univ_succ, ascProd_succ p]
    simp only [e, mul_one, Fin.sum_univ_zero, add_zero]
    exact h0
  | succ n ih =>
    have h0 : x * p 0 = p 0 * x + d 0 • (1 : A) := sub_eq_iff_eq_add'.mp (h 0)
    have ih' : x * ascProd (fun i : Fin (n + 1) => p i.succ)
        = ascProd (fun i : Fin (n + 1) => p i.succ) * x
          + ∑ j : Fin (n + 1), d j.succ • ascProd (fun k : Fin n => p (j.succAbove k).succ) :=
      ih (fun i => p i.succ) (fun i => d i.succ) (fun j => h j.succ)
    -- removing a later factor keeps `p 0` in front; removing `p 0` leaves the tail
    have hterm : ∀ j : Fin (n + 1), ascProd (fun k : Fin (n + 1) => p (j.succ.succAbove k))
        = p 0 * ascProd (fun k : Fin n => p (j.succAbove k).succ) := by
      intro j
      rw [ascProd_succ]
      simp only [Fin.succ_succAbove_zero, Fin.succ_succAbove_succ]
    have hzero : ascProd (fun k : Fin (n + 1) => p ((0 : Fin (n + 1 + 1)).succAbove k))
        = ascProd (fun k : Fin (n + 1) => p k.succ) := by simp
    have hsum : ∑ j : Fin (n + 1 + 1), d j • ascProd (fun k : Fin (n + 1) => p (j.succAbove k))
        = d 0 • ascProd (fun k : Fin (n + 1) => p k.succ)
          + ∑ j : Fin (n + 1),
            d j.succ • (p 0 * ascProd (fun k : Fin n => p (j.succAbove k).succ)) := by
      rw [Fin.sum_univ_succ]
      simp only [hterm, hzero]
    -- pass `p 0`, then the tail
    rw [hsum, ascProd_succ p, ← mul_assoc x, h0, add_mul, smul_mul_assoc, one_mul,
      mul_assoc (p 0) x, ih', mul_add, Finset.mul_sum]
    simp only [mul_smul_comm, mul_assoc]
    abel

/-- If `ω` vanishes on every operator ending in `x`, then `ω(y x p₀ ⋯ p_n)` is the sum over `j`
of the commutator `d_j` times the expectation of `y` followed by the string without `p_j`. -/
theorem vacuum_contract {n : ℕ} (ω : A →ₗ[K] K) (x y : A) (p : Fin (n + 1) → A)
    (d : Fin (n + 1) → K) (h : ∀ j, x * p j - p j * x = d j • (1 : A))
    (hω : ∀ z, ω (z * x) = 0) :
    ω (y * x * ascProd p)
      = ∑ j, d j * ω (y * ascProd (fun k : Fin n => p (j.succAbove k))) := by
  rw [mul_assoc y x, commute_through x p d h, mul_add, ← mul_assoc y, map_add, hω, zero_add,
    Finset.mul_sum, map_sum]
  simp only [mul_smul_comm, map_smul, smul_eq_mul]

/-- Wick's theorem for `n` annihilators followed by `n` creators with `[m_i, p_j] = c_ij`:
in a normalised linear functional vanishing on operators that end in an `m_i`, the expectation
of `m_{n-1} ⋯ m₀ p₀ ⋯ p_{n-1}` is the permanent of `c`. -/
theorem wick_permanent {n : ℕ} (ω : A →ₗ[K] K) (h1 : ω 1 = 1) (m p : Fin n → A)
    (c : Fin n → Fin n → K) (hc : ∀ i j, m i * p j - p j * m i = c i j • (1 : A))
    (hvac : ∀ x i, ω (x * m i) = 0) :
    ω (descProd m * ascProd p) = permanent c := by
  induction n with
  | zero => simp [descProd, ascProd, permanent, h1]
  | succ n ih =>
    -- contracting the innermost annihilator matches the first-row expansion
    rw [descProd_succ, vacuum_contract ω (m 0) _ p (c 0) (hc 0) (fun z => hvac z 0),
      permanent_succ]
    refine Finset.sum_congr rfl fun j _ => ?_
    exact congrArg (fun t => c 0 j * t)
      (ih (fun i => m i.succ) (fun k => p (j.succAbove k))
        (fun i k => c i.succ (j.succAbove k)) (fun i k => hc _ _) (fun z i => hvac z _))

/-- If `[m_i, p_j] = c_ij` are scalars, `ω` vanishes on operators that end in an `m_i`, and
`l < k`, then `ω(m_{k-1} ⋯ m₀ p₀ ⋯ p_{l-1}) = 0`. -/
theorem wick_excess {k l : ℕ} (ω : A →ₗ[K] K) (hkl : l < k) (m : Fin k → A) (p : Fin l → A)
    (c : Fin k → Fin l → K) (hc : ∀ i j, m i * p j - p j * m i = c i j • (1 : A))
    (hvac : ∀ x i, ω (x * m i) = 0) :
    ω (descProd m * ascProd p) = 0 := by
  induction l generalizing k with
  | zero =>
    obtain ⟨k, rfl⟩ : ∃ k', k = k' + 1 := ⟨k - 1, by omega⟩
    have e : ascProd p = 1 := by simp [ascProd]
    rw [e, mul_one, descProd_succ, hvac]
  | succ l ih =>
    obtain ⟨k, rfl⟩ : ∃ k', k = k' + 1 := ⟨k - 1, by omega⟩
    rw [descProd_succ, vacuum_contract ω (m 0) _ p (c 0) (hc 0) (fun z => hvac z 0)]
    refine Finset.sum_eq_zero fun j _ => ?_
    exact mul_eq_zero_of_right _
      (ih (Nat.lt_of_succ_lt_succ hkl) (fun i => m i.succ) (fun q => p (j.succAbove q))
        (fun i q => c i.succ (j.succAbove q)) (fun i q => hc _ _) (fun z i => hvac z _))

/-- For modes with `[a_i, b_j] = δ_ij`, mode labels `r`, `s` and a normalised linear functional
vanishing on operators that end in an `a_i`, the expectation of
`a_{r(n-1)} ⋯ a_{r 0} b_{s 0} ⋯ b_{s(n-1)}` is the number of permutations `σ` with
`r i = s (σ i)` for all `i`. -/
theorem wick_canonical_modes {ι : Type*} [DecidableEq ι] {n : ℕ} (ω : A →ₗ[K] K)
    (h1 : ω 1 = 1) (a b : ι → A)
    (hc : ∀ i j, a i * b j - b j * a i = (if i = j then (1 : K) else 0) • (1 : A))
    (hvac : ∀ x i, ω (x * a i) = 0) (r s : Fin n → ι) :
    ω (descProd (fun i => a (r i)) * ascProd (fun j => b (s j)))
      = ((Finset.univ.filter
          fun σ : Equiv.Perm (Fin n) => ∀ i, r i = s (σ i)).card : K) := by
  rw [wick_permanent ω h1 (fun i => a (r i)) (fun j => b (s j))
    (fun i j => if r i = s j then (1 : K) else 0) (fun i j => hc _ _) (fun z i => hvac z _)]
  simp only [permanent]
  rw [← Finset.sum_boole]
  refine Finset.sum_congr rfl fun σ _ => ?_
  by_cases h : ∀ i, r i = s (σ i)
  · rw [if_pos h]
    exact Finset.prod_eq_one fun i _ => if_pos (h i)
  · rw [if_neg h]
    obtain ⟨i, hi⟩ := not_forall.mp h
    exact Finset.prod_eq_zero (Finset.mem_univ i) (if_neg hi)

/-- If `[x, y] = γ` is a scalar and `ω` is a normalised linear functional vanishing on every
operator that ends in `x`, then `ω(xⁿ yⁿ) = n! γⁿ`. -/
theorem wick_single_mode (ω : A →ₗ[K] K) (h1 : ω 1 = 1) (x y : A) (γ : K)
    (hc : x * y - y * x = γ • (1 : A)) (hvac : ∀ z, ω (z * x) = 0) (n : ℕ) :
    ω (x ^ n * y ^ n) = (n.factorial : K) * γ ^ n := by
  have h := wick_permanent ω h1 (fun _ : Fin n => x) (fun _ => y) (fun _ _ => γ)
    (fun _ _ => hc) (fun z _ => hvac z)
  simpa [descProd, ascProd, permanent, List.ofFn_const, Fintype.card_perm] using h

/-- The differential operator `∑_k c_ik ∂/∂X_k` on polynomials in `n` variables. -/
def polyAnn {n : ℕ} (c : Fin n → Fin n → K) (i : Fin n) :
    Module.End K (MvPolynomial (Fin n) K) :=
  ∑ k, c i k •
    (pderiv k : Derivation K (MvPolynomial (Fin n) K) (MvPolynomial (Fin n) K)).toLinearMap

/-- Multiplication by the variable `X_j` on polynomials in `n` variables. -/
def polyCre (K : Type*) [CommRing K] {n : ℕ} (j : Fin n) :
    Module.End K (MvPolynomial (Fin n) K) :=
  LinearMap.mulLeft K (X j : MvPolynomial (Fin n) K)

/-- The functional that applies an operator to the constant polynomial `1` and evaluates the
result at the origin. -/
def polyVac (K : Type*) [CommRing K] (n : ℕ) :
    Module.End K (MvPolynomial (Fin n) K) →ₗ[K] K where
  toFun T := aeval (fun _ : Fin n => (0 : K)) (T 1)
  map_add' := by
    intro S T
    simp only [LinearMap.add_apply, map_add]
  map_smul' := by
    intro r T
    simp only [LinearMap.smul_apply, map_smul, RingHom.id_apply]

/-- For every array `c`, the operators `∑_k c_ik ∂_k` and `X_j` on polynomials have commutators
`c_ij`, and evaluation of `T 1` at the origin is normalised and vanishes on operators ending
in `∑_k c_ik ∂_k`. -/
theorem wick_permanent_witness {n : ℕ} (c : Fin n → Fin n → K) :
    (∀ i j, polyAnn c i * polyCre K j - polyCre K j * polyAnn c i
        = c i j • (1 : Module.End K (MvPolynomial (Fin n) K))) ∧
      polyVac K n 1 = 1 ∧ ∀ x i, polyVac K n (x * polyAnn c i) = 0 := by
  have hann : ∀ (i : Fin n) (g : MvPolynomial (Fin n) K),
      polyAnn c i g = ∑ k, c i k • pderiv k g := by
    intro i g
    simp [polyAnn, LinearMap.sum_apply]
  refine ⟨fun i j => LinearMap.ext fun f => ?_, ?_, fun x i => ?_⟩
  · change polyAnn c i (X j * f) - X j * polyAnn c i f = c i j • f
    -- Leibniz rule, one variable at a time
    have hterm : ∀ k : Fin n, c i k • pderiv k (X j * f) - X j * (c i k • pderiv k f)
        = if j = k then c i k • f else 0 := by
      intro k
      have hl : pderiv k (X j * f)
          = X j * pderiv k f + f * pderiv k (X j : MvPolynomial (Fin n) K) := by
        rw [Derivation.leibniz, smul_eq_mul, smul_eq_mul]
      rw [hl, smul_add, mul_smul_comm, add_sub_cancel_left]
      by_cases h : j = k
      · rw [if_pos h, h, MvPolynomial.pderiv_X_self, mul_one]
      · rw [if_neg h, MvPolynomial.pderiv_X_of_ne h, mul_zero, smul_zero]
    rw [hann, hann, Finset.mul_sum, ← Finset.sum_sub_distrib]
    simp only [hterm, Finset.sum_ite_eq, Finset.mem_univ, if_true]
  · change aeval (fun _ : Fin n => (0 : K)) (1 : MvPolynomial (Fin n) K) = 1
    exact map_one _
  · change aeval (fun _ : Fin n => (0 : K)) (x (polyAnn c i 1)) = 0
    have hone : polyAnn c i 1 = 0 := by
      rw [hann]
      simp
    rw [hone, map_zero, map_zero]

end

end WickPermanent
```

```lean
#print axioms WickPermanent.wick_permanent
#print axioms WickPermanent.wick_excess
#print axioms WickPermanent.wick_canonical_modes
#print axioms WickPermanent.wick_single_mode
```

```
'WickPermanent.wick_permanent' depends on axioms: [propext, Classical.choice, Quot.sound]
'WickPermanent.wick_excess' depends on axioms: [propext, Classical.choice, Quot.sound]
'WickPermanent.wick_canonical_modes' depends on axioms: [propext, Classical.choice, Quot.sound]
'WickPermanent.wick_single_mode' depends on axioms: [propext, Classical.choice, Quot.sound]
```

## Operator strings and the vacuum functional

The main theorem, `wick_permanent`, says that

$$\omega(m_{n-1}\cdots m_1 m_0\; p_0 p_1\cdots p_{n-1}) = \operatorname{per} c .$$

The two halves of the string are `descProd m` and `ascProd p`, products of lists in a fixed order. The order has to be fixed because nothing is assumed about commutators among the $m_i$ or among the $p_j$. An empty string is $1$.

The hypothesis `hc` says that each commutator is a number times the identity, as for bosonic ladder operators and their linear combinations. The hypothesis `hvac` is the algebraic form of $m_i|0\rangle = 0$: if $\omega(T)=\langle 0|T|0\rangle$, any operator that ends in an annihilator has expectation zero. Neither an inner product nor a relation $p_i = m_i^\dagger$ is required.

In Fock space, take one-particle vectors $f_i, g_j$ and set $m_i = a(f_i)$, $p_j = a^\dagger(g_j)$. Then $c_{ij}=\langle f_i|g_j\rangle$, and the theorem gives the overlap of the $n$-boson states $m_0^\dagger\cdots m_{n-1}^\dagger|0\rangle$ and $p_0\cdots p_{n-1}|0\rangle$, which are symmetrised products of one-particle vectors. Such overlaps are used for transition amplitudes in linear optical networks. These states need not be normalised. For nonzero vectors, the normalised overlap is
$$\frac{\operatorname{per}\,(\langle f_i|g_j\rangle)}{\sqrt{\operatorname{per}\,(\langle f_i|f_j\rangle)\,\operatorname{per}\,(\langle g_i|g_j\rangle)}} .$$

Wick's theorem in its general form rewrites an arbitrary operator product as a sum of normal-ordered terms with contractions. The result here is the vacuum expectation of one arrangement, all annihilators to the left of all creators. Time ordering, fermionic signs and the hafnians of more general Gaussian expectations are not treated. Matrices for a boson mode truncated at a finite occupation number do not satisfy `hc` with $c=1$, since a commutator of finite matrices has trace zero.

## Moving one annihilator through the creators

Let $x$ satisfy $x p_j = p_j x + d_j$ for $j=0,\dots,n$. The lemma `commute_through` states

$$x\,p_0\cdots p_n = p_0\cdots p_n\,x + \sum_{j=0}^{n} d_j\; p_0\cdots \widehat{p_j}\cdots p_n ,$$

where the hat marks an omitted factor. For a single creator this is the commutator itself. For a longer string write $P = p_1\cdots p_n$ and pass the first factor:

$$x\,p_0 P = p_0\,(xP) + d_0 P .$$

By induction $xP = Px + \sum_{j\ge1} d_j P^{(j)}$, where $P^{(j)}$ is $P$ without $p_j$. Multiplying by $p_0$ from the left gives the terms with $j\ge 1$, and $d_0P$ is the term with $j=0$. In Lean the omission is written with `j.succAbove`, which lists the indices in increasing order and skips $j$. The facts `hterm` and `hzero` identify the shortened strings, and `abel` collects the terms.

Now put an arbitrary operator $y$ on the left and apply $\omega$. The term ending in $x$ vanishes, which leaves `vacuum_contract`:

$$\omega(y\,x\,p_0\cdots p_n)=\sum_j d_j\,\omega(y\,p_0\cdots\widehat{p_j}\cdots p_n).$$

## The recursion shared with the permanent

For $n+1$ annihilators and $n+1$ creators, choose $x=m_0$, $y=m_n\cdots m_1$ and $d_j=c_{0j}$. Then

$$\omega(m_n\cdots m_0\,p_0\cdots p_n)=\sum_j c_{0j}\,\omega(m_n\cdots m_1\,p_0\cdots\widehat{p_j}\cdots p_n).$$

Each expectation on the right has $n$ operators of each kind. By induction it is the permanent of $c$ with row $0$ and column $j$ removed.

The permanent obeys the same recursion, by `permanent_succ`. Sort the permutations by $j=\sigma(0)$; what remains is a bijection from the other rows to the other columns, encoded by a permutation $\tau$ of $n$ objects. Factoring out $c_{0j}$ leaves the permanent of the smaller array. The Lean proof builds $\sigma$ from the pair $(j,\tau)$, shows that different pairs give different $\sigma$, and concludes that every $\sigma$ occurs because $(n+1)\cdot n!=(n+1)!$.

The induction starts at $n=0$, where the expectation is $\omega(1)=1$ and the permanent is a single empty product, also $1$. In `wick_permanent`, the `rw` step brings both sides to sums over $j$, and `Finset.sum_congr` compares them term by term using the induction hypothesis.

## Two bosons with numbers

Take $n=2$ and $c=\begin{pmatrix}1&2\\3&4\end{pmatrix}$. Moving $m_0$ to the right gives

$$m_0p_0p_1 = p_0p_1m_0 + 1\cdot p_1 + 2\cdot p_0 .$$

Multiply by $m_1$ from the left and apply $\omega$. The first term vanishes, and $\omega(m_1p_j)=c_{1j}$, so

$$\omega(m_1m_0p_0p_1)=1\cdot 4+2\cdot 3=10 .$$

The determinant of the same array is $-2$; the permanent has a plus sign in front of every permutation.

## Unequal numbers, repeated modes and a polynomial model

If there are more annihilators than creators, `wick_excess` gives zero. Each contraction removes one operator of each kind, until the string consists of annihilators only and $\omega$ kills it. An excess of creators is a different matter, because no condition $\omega(p_jx)=0$ has been imposed.

For canonical modes, $[a_i,b_j]=\delta_{ij}$, the labels $r$ and $s$ say which mode each operator acts on. Every product in the permanent is then $1$ or $0$, and `wick_canonical_modes` counts the permutations with $r_i=s_{\sigma(i)}$ for all $i$. With a single mode and $[x,y]=\gamma$, all $n!$ products equal $\gamma^n$, so `wick_single_mode` gives $\omega(x^ny^n)=n!\,\gamma^n$. For $\gamma=1$ and $y=x^\dagger$ this is the squared norm of $(x^\dagger)^n|0\rangle$, and the normalised state carries the factor $1/\sqrt{n!}$.

Finally, `wick_permanent_witness` realises the hypotheses for every array $c$. On polynomials in $X_0,\dots,X_{n-1}$, let $m_i=\sum_k c_{ik}\,\partial_k$, let $p_j$ be multiplication by $X_j$, and let $\omega(T)$ be the value of the polynomial $T1$ at the origin. The Leibniz rule gives $\partial_k(X_jf)-X_j\partial_kf=\delta_{jk}f$, and summing with weights $c_{ik}$ yields the commutator $c_{ij}$. The constant $1$ plays the part of the vacuum: every $m_i$ sends it to zero, and its value at the origin is $1$.
